# Under ZZ coupling to bath qubits in equal superposition, a qubit's coherence is multiplied by a product of cosines

## One bath qubit

Take a central qubit in the state $\alpha e_0+\beta e_1$ and a single bath qubit in $(e_0+e_1)/\sqrt2$. They interact through $H=g\,Z\otimes Z$, where $g$ is real, $Ze_0=e_0$ and $Ze_1=-e_1$. With $\hbar=1$, the state at time $t$ is

$$\alpha\, e_0\otimes\chi_0+\beta\, e_1\otimes\chi_1,$$

$$\chi_0=\frac{e^{-igt}e_0+e^{igt}e_1}{\sqrt2},\qquad \chi_1=\frac{e^{igt}e_0+e^{-igt}e_1}{\sqrt2}.$$

The central qubit has not flipped, so its populations are still $|\alpha|^2$ and $|\beta|^2$. The bath qubit, however, has rotated one way in the first branch and the other way in the second. Tracing it out multiplies the off-diagonal entry $\alpha\overline{\beta}$ by the overlap

$$\langle\chi_1,\chi_0\rangle=\tfrac12\left(e^{-2igt}+e^{2igt}\right)=\cos(2gt).$$

At $gt=\pi/4$ the two bath states are orthogonal and the coherence is zero. At $gt=\pi/2$ its magnitude is back to the initial value, with the opposite sign.

## The model with N bath qubits

Label the bath qubits by $k=0,\dots,N-1$ and give each a real coupling $g_k$. The Hamiltonian is

$$H=Z\otimes\sum_k g_kZ_k,$$

where $Z_k$ acts on bath qubit $k$. The central qubit starts in a matrix $\rho$ with entries $\rho_{ab}$, and the bath starts in a product state $\psi$ in which qubit $k$ has amplitudes $\varphi_k(0),\varphi_k(1)$. The reduced state at time $t$ is

$$\rho(t)=\mathrm{Tr}_{\text{bath}}\left[U\left(\rho\otimes|\psi\rangle\langle\psi|\right)U^\dagger\right],\qquad U=e^{-itH}.$$

If every bath qubit starts in $(e_0+e_1)/\sqrt2$, then

$$\rho_{01}(t)=\rho_{01}\prod_k\cos(2g_kt),\qquad \rho_{10}(t)=\rho_{10}\prod_k\cos(2g_kt),\qquad \rho_{aa}(t)=\rho_{aa}.$$

For this model of non-interacting bath qubits, the formula gives an exact value against which a numerical simulation of dephasing can be compared.

## Derivation

Write $z_0=1$ and $z_1=-1$. A bath configuration is a list $s=(s_0,\dots,s_{N-1})$ of zeros and ones. Every term of $H$ is diagonal in the computational basis, so the joint basis state $(a,s)$ is an eigenvector with energy

$$E_a(s)=z_a\sum_k g_kz_{s_k}.$$

Hence $U$ is diagonal with entries $e^{-itE_a(s)}$. The partial trace sets the two bath configurations equal and sums over them:

$$\rho_{ab}(t)=\rho_{ab}\sum_s e^{-it(E_a(s)-E_b(s))}\prod_k|\varphi_k(s_k)|^2.$$

The energy difference is $(z_a-z_b)\sum_kg_kz_{s_k}$, a sum of one term per bath qubit. Its exponential is therefore a product over $k$, and the sum over configurations factorises:

$$\rho_{ab}(t)=\rho_{ab}\prod_k\sum_{c=0}^{1}e^{-it(z_a-z_b)g_kz_c}\,|\varphi_k(c)|^2.$$

On the diagonal, $z_a-z_b=0$. Each factor is then $|\varphi_k(0)|^2+|\varphi_k(1)|^2=1$ for a normalised bath qubit, whatever its state. For $a=0$, $b=1$ the difference is $2$, and with probabilities $\tfrac12$ each factor is

$$\tfrac12e^{-2ig_kt}+\tfrac12e^{2ig_kt}=\cos(2g_kt).$$

For $a=1$, $b=0$ the two exponentials change places and the sum is the same.

Three consequences follow. Since $|\cos|\le1$, the magnitude of the coherence never exceeds its initial value. A nonzero initial coherence vanishes at time $t$ exactly when some $\cos(2g_kt)$ is zero. Equal couplings $g_k=g$ give the factor $\cos(2gt)^N$.

## A bath qubit in a basis state does not dephase the central qubit

The cosine depends on the equal probabilities of $e_0$ and $e_1$ in each bath qubit. Take $N=1$ and start the bath qubit in $e_0$. The sum over $c$ then has a single term, and

$$\rho_{01}(t)=\rho_{01}e^{-2igt}.$$

At $gt=\pi/4$ the cosine formula would give zero, but the true factor is $-i$, of magnitude one. The bath qubit stays in $e_0$ up to a phase in both branches, so it carries no record of the central qubit and acts on it like a fixed field.

## How the physics is written in Lean

A bath configuration is a function `Fin N → Fin 2`, and joint basis states are pairs in `Fin 2 × (Fin N → Fin 2)`. The operator `bathZ k` is defined directly as the diagonal matrix that reads off the sign of qubit `k`. The symbol `⊗ₖ` is the Kronecker product, `ᴴ` is the adjoint, and `vecMulVec (productState φ) (star (productState φ))` is $|\psi\rangle\langle\psi|$. The `propagator` is the matrix exponential of $-itH$, not a postulated table of phases.

The main theorem, `spin_bath_dephasing`, holds for every $N$, including $N=0$, where the empty product is $1$. It takes any complex $2\times2$ matrix `ρ`; positivity and unit trace are not needed, and density matrices are a special case. The theorem `populations_conserved` allows any product bath state, with normalisation as the hypothesis `hφ`.

The model leaves out a Hamiltonian for the central qubit alone, fields on the bath, interactions among bath qubits and initial correlations between qubit and bath. The bath is finite, and no exponential decay law or limit of large $N$ is derived.

```lean
import Mathlib

open Matrix
open scoped Kronecker
open NormedSpace

namespace SpinBathDephasing

noncomputable section

/-- The eigenvalue of Pauli Z on a computational basis state: +1 on e0 and -1 on e1. -/
def z (a : Fin 2) : ℝ := if a = 0 then 1 else -1

/-- The Pauli Z matrix of the central qubit. -/
def pauliZ : Matrix (Fin 2) (Fin 2) ℂ := Matrix.diagonal fun a => (z a : ℂ)

/-- Pauli Z acting on bath qubit `k`, as a matrix on the space of all `N` bath qubits. -/
def bathZ {N : ℕ} (k : Fin N) : Matrix (Fin N → Fin 2) (Fin N → Fin 2) ℂ :=
  Matrix.diagonal fun s => (z (s k) : ℂ)

/-- The coupling Hamiltonian Z ⊗ ∑ₖ gₖ Zₖ. -/
def hamiltonian {N : ℕ} (g : Fin N → ℝ) :
    Matrix (Fin 2 × (Fin N → Fin 2)) (Fin 2 × (Fin N → Fin 2)) ℂ :=
  pauliZ ⊗ₖ ∑ k, (g k : ℂ) • bathZ k

/-- The energy of the joint basis state with central qubit `a` and bath configuration `s`. -/
def energy {N : ℕ} (g : Fin N → ℝ) (a : Fin 2) (s : Fin N → Fin 2) : ℝ :=
  z a * ∑ k, g k * z (s k)

/-- The time evolution operator exp(-itH), in units with ħ = 1. -/
def propagator {N : ℕ} (g : Fin N → ℝ) (t : ℝ) :
    Matrix (Fin 2 × (Fin N → Fin 2)) (Fin 2 × (Fin N → Fin 2)) ℂ :=
  NormedSpace.exp ((-(Complex.I * (t : ℂ))) • hamiltonian g)

/-- The partial trace over the bath. -/
def partialTrace {B : Type*} [Fintype B] (R : Matrix (Fin 2 × B) (Fin 2 × B) ℂ) :
    Matrix (Fin 2) (Fin 2) ℂ :=
  Matrix.of fun a b => ∑ s, R (a, s) (b, s)

/-- The product state of the bath in which qubit `k` has amplitudes `φ k`. -/
def productState {N : ℕ} (φ : Fin N → Fin 2 → ℂ) (s : Fin N → Fin 2) : ℂ :=
  ∏ k, φ k (s k)

/-- The single-qubit state (e0 + e1)/√2. -/
def plus : Fin 2 → ℂ := fun _ => (((√2)⁻¹ : ℝ) : ℂ)

/-- The central qubit's reduced state at time `t`, from initial state `ρ` and
a bath in the product state with amplitudes `φ`. -/
def reducedState {N : ℕ} (g : Fin N → ℝ) (t : ℝ) (φ : Fin N → Fin 2 → ℂ)
    (ρ : Matrix (Fin 2) (Fin 2) ℂ) : Matrix (Fin 2) (Fin 2) ℂ :=
  partialTrace (propagator g t *
    (ρ ⊗ₖ Matrix.vecMulVec (productState φ) (star (productState φ))) * (propagator g t)ᴴ)

/-- The Hamiltonian is diagonal in the computational basis, with the stated energies. -/
theorem hamiltonian_eq {N : ℕ} (g : Fin N → ℝ) :
    hamiltonian g = Matrix.diagonal fun p => (energy g p.1 p.2 : ℂ) := by
  have h : ∑ k, (g k : ℂ) • bathZ k =
      Matrix.diagonal fun s : Fin N → Fin 2 => ((∑ k, g k * z (s k) : ℝ) : ℂ) := by
    ext s s'
    rw [Matrix.sum_apply]
    by_cases hs : s = s'
    · subst hs
      simp [bathZ]
    · simp [bathZ, hs]
  rw [hamiltonian, h, pauliZ, Matrix.diagonal_kronecker_diagonal]
  congr 1
  funext p
  simp only [energy, Complex.ofReal_mul]

/-- Time evolution multiplies each joint basis state by its energy phase. -/
theorem propagator_eq {N : ℕ} (g : Fin N → ℝ) (t : ℝ) :
    propagator g t = Matrix.diagonal fun p =>
      Complex.exp (-(Complex.I * (t : ℂ)) * (energy g p.1 p.2 : ℂ)) := by
  rw [propagator, hamiltonian_eq, ← Matrix.diagonal_smul, Matrix.exp_diagonal]
  congr 1
  funext p
  -- the exponential of a function is taken pointwise
  have h : ∀ v : (Fin 2 × (Fin N → Fin 2)) → ℂ,
      NormedSpace.exp v p = NormedSpace.exp (v p) := by
    intro v
    exact NormedSpace.map_exp (Pi.evalRingHom (fun _ => ℂ) p) (continuous_apply p) v
  exact (h _).trans (congrFun Complex.exp_eq_exp_ℂ _).symm

/-- For any product state of the bath, each reduced entry is its initial value times
a product of one factor per bath qubit. -/
theorem reducedState_apply {N : ℕ} (g : Fin N → ℝ) (t : ℝ) (φ : Fin N → Fin 2 → ℂ)
    (ρ : Matrix (Fin 2) (Fin 2) ℂ) (a b : Fin 2) :
    reducedState g t φ ρ a b = ρ a b * ∏ k, ∑ c,
      Complex.exp (-(Complex.I * (t : ℂ)) * (((z a - z b : ℝ) : ℂ) * ((g k : ℂ) * (z c : ℂ))))
        * (φ k c * star (φ k c)) := by
  -- the product of sums is a sum over bath configurations
  rw [Finset.prod_univ_sum, Fintype.piFinset_univ, Finset.mul_sum]
  simp only [reducedState, partialTrace, propagator_eq, Matrix.diagonal_conjTranspose,
    Matrix.of_apply, Matrix.mul_diagonal, Matrix.diagonal_mul, Matrix.kroneckerMap_apply,
    Matrix.vecMulVec_apply, Pi.star_apply, productState]
  refine Finset.sum_congr rfl fun s _ => ?_
  have hs : star (∏ k, φ k (s k)) = ∏ k, star (φ k (s k)) :=
    map_prod (starRingEnd ℂ) _ _
  have hc : star (Complex.exp (-(Complex.I * (t : ℂ)) * (energy g b s : ℂ))) =
      Complex.exp (Complex.I * (t : ℂ) * (energy g b s : ℂ)) :=
    (Complex.exp_conj _).symm.trans (by simp)
  -- only the energy difference between the two branches survives
  have hp : Complex.exp (-(Complex.I * (t : ℂ)) * (energy g a s : ℂ)) *
      Complex.exp (Complex.I * (t : ℂ) * (energy g b s : ℂ)) =
      Complex.exp (∑ k, -(Complex.I * (t : ℂ)) *
        (((z a - z b : ℝ) : ℂ) * ((g k : ℂ) * (z (s k) : ℂ)))) := by
    rw [← Complex.exp_add, ← Finset.mul_sum, ← Finset.mul_sum]
    congr 1
    simp only [energy]
    push_cast
    ring
  rw [hs, hc, Finset.prod_mul_distrib, Finset.prod_mul_distrib, ← Complex.exp_sum]
  linear_combination (ρ a b * ((∏ k, φ k (s k)) * ∏ k, star (φ k (s k)))) * hp

/-- The populations of the central qubit are constant for every normalised product
state of the bath. -/
theorem populations_conserved {N : ℕ} (g : Fin N → ℝ) (t : ℝ) (φ : Fin N → Fin 2 → ℂ)
    (hφ : ∀ k, ∑ c, φ k c * star (φ k c) = 1) (ρ : Matrix (Fin 2) (Fin 2) ℂ) (a : Fin 2) :
    reducedState g t φ ρ a a = ρ a a := by
  rw [reducedState_apply]
  simp only [sub_self, Complex.ofReal_zero, zero_mul, mul_zero, Complex.exp_zero, one_mul,
    hφ, Finset.prod_const_one, mul_one]

/-- Each basis state has probability 1/2 in (e0 + e1)/√2. -/
theorem plus_prob (c : Fin 2) : plus c * star (plus c) = 1 / 2 := by
  change (((√2)⁻¹ : ℝ) : ℂ) * (starRingEnd ℂ) (((√2)⁻¹ : ℝ) : ℂ) = 1 / 2
  rw [Complex.conj_ofReal, ← Complex.ofReal_mul, ← mul_inv,
    Real.mul_self_sqrt (by norm_num)]
  norm_num

/-- With every bath qubit in (e0 + e1)/√2, both off-diagonal entries are multiplied by
∏ₖ cos(2gₖt) and the diagonal entries are unchanged. -/
theorem spin_bath_dephasing {N : ℕ} (g : Fin N → ℝ) (t : ℝ)
    (ρ : Matrix (Fin 2) (Fin 2) ℂ) :
    reducedState g t (fun _ => plus) ρ 0 1 =
        ρ 0 1 * ((∏ k, Real.cos (2 * g k * t) : ℝ) : ℂ) ∧
    reducedState g t (fun _ => plus) ρ 1 0 =
        ρ 1 0 * ((∏ k, Real.cos (2 * g k * t) : ℝ) : ℂ) ∧
    ∀ a, reducedState g t (fun _ => plus) ρ a a = ρ a a := by
  have z0 : z 0 = 1 := by simp [z]
  have z1 : z 1 = -1 := by simp [z]
  -- the two opposite phases of one bath qubit average to a cosine
  have key : ∀ x : ℝ, Complex.exp (-(2 * x * t : ℂ) * Complex.I) * (1 / 2) +
      Complex.exp ((2 * x * t : ℂ) * Complex.I) * (1 / 2) =
      ((Real.cos (2 * x * t) : ℝ) : ℂ) := by
    intro x
    rw [Complex.ofReal_cos, Complex.cos]
    push_cast
    ring
  refine ⟨?_, ?_, fun a => populations_conserved g t _ (fun _ => ?_) ρ a⟩
  · rw [reducedState_apply, Complex.ofReal_prod]
    congr 1
    refine Finset.prod_congr rfl fun k _ => ?_
    rw [Fin.sum_univ_two, plus_prob, plus_prob, z0, z1, ← key (g k)]
    congr 3 <;> push_cast <;> ring
  · rw [reducedState_apply, Complex.ofReal_prod]
    congr 1
    refine Finset.prod_congr rfl fun k _ => ?_
    rw [Fin.sum_univ_two, plus_prob, plus_prob, z0, z1, ← key (g k), add_comm]
    congr 3 <;> push_cast <;> ring
  · rw [Fin.sum_univ_two, plus_prob, plus_prob]
    norm_num

/-- With every bath qubit starting in (e0 + e1)/√2, the magnitude of the coherence never exceeds its
initial value. -/
theorem coherence_le {N : ℕ} (g : Fin N → ℝ) (t : ℝ) (ρ : Matrix (Fin 2) (Fin 2) ℂ) :
    ‖reducedState g t (fun _ => plus) ρ 0 1‖ ≤ ‖ρ 0 1‖ := by
  rw [(spin_bath_dephasing g t ρ).1, norm_mul, Complex.norm_real, Real.norm_eq_abs,
    Finset.abs_prod]
  exact mul_le_of_le_one_right (norm_nonneg _)
    (Finset.prod_le_one (fun _ _ => abs_nonneg _) fun _ _ => Real.abs_cos_le_one _)

/-- With every bath qubit starting in (e0 + e1)/√2, a nonzero initial coherence vanishes at time `t`
exactly when cos(2gₖt) = 0 for some bath qubit. -/
theorem coherence_eq_zero_iff {N : ℕ} (g : Fin N → ℝ) (t : ℝ)
    (ρ : Matrix (Fin 2) (Fin 2) ℂ) (hρ : ρ 0 1 ≠ 0) :
    reducedState g t (fun _ => plus) ρ 0 1 = 0 ↔ ∃ k, Real.cos (2 * g k * t) = 0 := by
  rw [(spin_bath_dephasing g t ρ).1, mul_eq_zero, or_iff_right hρ,
    Complex.ofReal_eq_zero, Finset.prod_eq_zero_iff]
  simp only [Finset.mem_univ, true_and]

/-- For `N` bath qubits starting in (e0 + e1)/√2 with equal couplings `g`, the coherence is
multiplied by cos(2gt)^N. -/
theorem equal_couplings (N : ℕ) (g t : ℝ) (ρ : Matrix (Fin 2) (Fin 2) ℂ) :
    reducedState (fun _ : Fin N => g) t (fun _ => plus) ρ 0 1 =
      ρ 0 1 * ((Real.cos (2 * g * t) ^ N : ℝ) : ℂ) := by
  rw [(spin_bath_dephasing _ t ρ).1, Finset.prod_const, Finset.card_univ, Fintype.card_fin]

end

end SpinBathDephasing
```

```lean
#print axioms SpinBathDephasing.coherence_le
-- 'SpinBathDephasing.coherence_le' depends on axioms: [propext, Classical.choice, Quot.sound]
#print axioms SpinBathDephasing.coherence_eq_zero_iff
-- 'SpinBathDephasing.coherence_eq_zero_iff' depends on axioms: [propext, Classical.choice, Quot.sound]
#print axioms SpinBathDephasing.equal_couplings
-- 'SpinBathDephasing.equal_couplings' depends on axioms: [propext, Classical.choice, Quot.sound]
```

## From the exponential to the phases

`hamiltonian_eq` compares entries to show that the weighted sum of the `bathZ k` is diagonal, then uses the fact that a Kronecker product of diagonal matrices is diagonal. `propagator_eq` applies `Matrix.exp_diagonal`, which moves the exponential from the matrix to the function on its diagonal. That function is exponentiated as an element of an algebra of functions, so one more step is needed: evaluation at a basis state is a continuous ring homomorphism, and `NormedSpace.map_exp` lets it pass through the exponential. The result is the ordinary complex phase at each basis state.

## Exchanging a product of sums for a sum over configurations

The proof turns on `Finset.prod_univ_sum`, used at the start of `reducedState_apply`. It is the distributive law for any finite number of brackets. For two bath qubits it reads

$$(A_0+A_1)(B_0+B_1)=\sum_{s_0,s_1}A_{s_0}B_{s_1}.$$

In general, expanding a product over $k$ means choosing one term from each bracket, and such a choice is a function of $k$. Mathlib therefore indexes the expanded sum by functions, and `Fintype.piFinset_univ` identifies the index set with all of `Fin N → Fin 2`. This is exactly the type of bath configurations, so no relabelling is required.

The derivation by hand goes from the sum to the product, while the proof expands the product on the right-hand side. Both sides are then sums over `s`, and `Finset.sum_congr` reduces the claim to a single configuration. There `hc` conjugates the phase from $U^\dagger$, `hp` merges the two phases into the exponential of the energy difference, and `linear_combination` multiplies `hp` by the remaining factors, which are `ρ a b` and the bath amplitudes.

## From overlaps to cosines

`plus_prob` computes the probability $\tfrac12$. Within `spin_bath_dephasing`, the identity `key` is the average of two opposite phases. The proof for entry `1 0` includes `add_comm` because the phases appear in the other order. The diagonal entries come from `populations_conserved`, with normalisation supplied by $\tfrac12+\tfrac12=1$.

The last three theorems rewrite with the main result. `coherence_le` bounds each cosine by one, `coherence_eq_zero_iff` uses the fact that a finite product is zero exactly when a factor is, and `equal_couplings` turns a constant product into a power.
